# A continuous energy on a finite-dimensional space has a finite Legendre transform at every field exactly when it grows superlinearly

Take one real variable $x$, an energy $f(x)$ and a number $M\ge 0$. Suppose that $px-f(x)$ is bounded above at the two fields $p=M$ and $p=-M$, by $A$ and $B$:

$$Mx-f(x)\le A,\qquad -Mx-f(x)\le B .$$

Together these say $f(x)\ge M|x|-\max(A,B)$, so two finite suprema place $f$ above a wedge of slope $M$. If the supremum is finite at every field, $M$ can be as large as we like, and $f(x)/|x|\to\infty$ as $|x|\to\infty$. Conversely, an energy that outgrows every linear function overcomes any coupling $px$ far from the origin, and continuity then supplies a maximum of $px-f(x)$.

The same argument works for several variables. States $x$ and fields $p$ live in a real inner product space $E$, which the main theorems take to be finite-dimensional.

```lean
import Mathlib

open Filter

namespace LegendreSuperlinear

noncomputable section

variable {E : Type*} [NormedAddCommGroup E] [InnerProductSpace ℝ E]
```

## Energy, field and transform

The tilted energy is $\langle p,x\rangle-f(x)$. The energy `f : E → ℝ` is defined on the whole space, with no walls or excluded states.

```lean
/-- The energy `f` tilted by a conjugate field `p`: the function `⟪p, x⟫ - f x` of the state `x`. -/
def tilted (f : E → ℝ) (p x : E) : ℝ := inner ℝ p x - f x
```

The Legendre transform is $f^*(p)=\sup_x\,(\langle p,x\rangle-f(x))$. Thermodynamics often uses the opposite sign: $\inf_S\,(U(S)-TS)$ is $-U^*(T)$.

```lean
/-- The Legendre transform of `f` at the field `p`: the supremum of `⟪p, x⟫ - f x` over all
states `x`. -/
def legendre (f : E → ℝ) (p : E) : ℝ := sSup (Set.range (tilted f p))
```

Lean's real supremum `sSup` returns $0$ for a set that is unbounded above, so finiteness is stated separately, as the existence of an upper bound at every $p$.

```lean
/-- The supremum defining the Legendre transform is finite for every field `p`. -/
def HasFiniteTransform (f : E → ℝ) : Prop := ∀ p, BddAbove (Set.range (tilted f p))
```

Superlinear growth means $f(x)/\|x\|\to\infty$ as $x$ leaves every compact set. In finite dimension this is the limit $\|x\|\to\infty$.

```lean
/-- The energy grows faster than linearly: `f x / ‖x‖` tends to infinity as `x` leaves every
compact set. -/
def Superlinear (f : E → ℝ) : Prop := Tendsto (fun x => f x / ‖x‖) (cocompact E) atTop
```

## Finite suprema force superlinear growth

Let $d=\dim E$, let $b_i$ be an orthonormal basis, and put $N=d+1$. Applying the one-variable argument to the fields $\pm NM\,b_i$ gives constants $C_i$ with

$$f(x)\ge NM\,|\langle b_i,x\rangle|-C_i .$$

The zero field gives a further constant $K$ with $f(x)\ge -K$. Adding all $d+1$ inequalities and using $\|x\|\le\sum_i|\langle b_i,x\rangle|$,

$$N f(x)\ge NM\|x\|-\Big(\sum_i C_i+K\Big).$$

Division by $N$ gives $f(x)\ge M\|x\|-C$. Including the zero field keeps $N$ positive even when $d=0$. In the code, `hi` is the bound for each axis, `hnorm` the norm estimate and `hs` the sum over axes; $K$ is called `C0`.

```lean
/-- If the Legendre transform is finite for every field, the energy lies above a cone of any
prescribed slope `M ≥ 0`, up to a constant. -/
theorem linear_lower_bound [FiniteDimensional ℝ E] {f : E → ℝ} (h : HasFiniteTransform f)
    {M : ℝ} (hM : 0 ≤ M) : ∃ C, ∀ x, M * ‖x‖ - C ≤ f x := by
  let b := stdOrthonormalBasis ℝ E
  obtain ⟨N, hN⟩ : ∃ N : ℝ, N = (Module.finrank ℝ E : ℝ) + 1 := ⟨_, rfl⟩
  have hN0 : 0 < N := by rw [hN]; positivity
  -- fields along the two directions of each axis control one coordinate
  have hi : ∀ i, ∃ C, ∀ x, N * M * |inner ℝ (b i) x| - C ≤ f x := by
    intro i
    obtain ⟨A, hA⟩ := h ((N * M) • b i)
    obtain ⟨B, hB⟩ := h ((-(N * M)) • b i)
    refine ⟨max A B, fun x => ?_⟩
    have h1 : tilted f ((N * M) • b i) x ≤ A := hA ⟨x, rfl⟩
    have h2 : tilted f ((-(N * M)) • b i) x ≤ B := hB ⟨x, rfl⟩
    simp only [tilted, real_inner_smul_left] at h1 h2
    have h3 := le_max_left A B
    have h4 := le_max_right A B
    rcases abs_cases (inner ℝ (b i) x) with ⟨e, _⟩ | ⟨e, _⟩ <;> rw [e] <;> linarith
  choose C hC using hi
  obtain ⟨C0, hC0⟩ := h 0
  refine ⟨(∑ i, C i + C0) / N, fun x => ?_⟩
  have hnorm : ‖x‖ ≤ ∑ i, |inner ℝ (b i) x| := by
    calc ‖x‖ = ‖∑ i, inner ℝ (b i) x • b i‖ := by rw [b.sum_repr' x]
      _ ≤ ∑ i, ‖inner ℝ (b i) x • b i‖ := norm_sum_le _ _
      _ = ∑ i, |inner ℝ (b i) x| := Finset.sum_congr rfl fun i _ => by
          rw [norm_smul, b.orthonormal.1 i, mul_one, Real.norm_eq_abs]
  -- add the bounds for all coordinates and the one for zero field
  have hs := Finset.sum_le_sum (fun i (_ : i ∈ Finset.univ) => hC i x)
  rw [Finset.sum_sub_distrib, ← Finset.mul_sum, Finset.sum_const, Finset.card_univ,
    Fintype.card_fin, nsmul_eq_mul] at hs
  have h0 : tilted f 0 x ≤ C0 := hC0 ⟨x, rfl⟩
  simp only [tilted, inner_zero_left] at h0
  have hp : N * M * ‖x‖ ≤ N * M * ∑ i, |inner ℝ (b i) x| :=
    mul_le_mul_of_nonneg_left hnorm (by positivity)
  have hf : N * f x = (Module.finrank ℝ E : ℝ) * f x + f x := by rw [hN]; ring
  have e : N * ((∑ i, C i + C0) / N) = ∑ i, C i + C0 := by field_simp
  refine le_of_mul_le_mul_left ?_ hN0
  rw [mul_sub, e]
  linarith
```

To show that $f(x)/\|x\|$ eventually exceeds a given real $M$, use the bound with slope $|M|+1$. Once $\|x\|\ge\max(C,1)$,

$$f(x)\ge(|M|+1)\|x\|-C\ge |M|\,\|x\|\ge M\|x\| ,$$

and we may divide by $\|x\|>0$. Continuity of $f$ has not been used.

```lean
/-- An energy whose Legendre transform is finite for every field grows superlinearly. -/
theorem superlinear_of_finite [FiniteDimensional ℝ E] {f : E → ℝ}
    (h : HasFiniteTransform f) : Superlinear f := by
  have hn : Tendsto (fun x : E => ‖x‖) (cocompact E) atTop := tendsto_norm_cocompact_atTop
  refine tendsto_atTop.2 fun M => ?_
  obtain ⟨C, hC⟩ := linear_lower_bound h (M := |M| + 1) (by positivity)
  filter_upwards [hn.eventually_ge_atTop (max C 1)] with x hx
  have h1 : C ≤ ‖x‖ := (le_max_left _ _).trans hx
  have h2 : 1 ≤ ‖x‖ := (le_max_right _ _).trans hx
  rw [le_div_iff₀ (by linarith)]
  have h3 := mul_le_mul_of_nonneg_right (le_abs_self M) (norm_nonneg x)
  linarith [hC x]
```

## Superlinear growth gives a maximiser

Fix $p$. Far enough out, $\|x\|\ge1$ and $f(x)\ge(\|p\|+1)\|x\|$. By the Cauchy–Schwarz inequality,

$$f(x)-\langle p,x\rangle\ge(\|p\|+1)\|x\|-\|p\|\,\|x\|=\|x\| .$$

So $g(x)=f(x)-\langle p,x\rangle$ is continuous and tends to infinity. It attains a global minimum at some state, and the tilted energy, which is $-g$, is largest there.

The last step rests on Mathlib's `Continuous.exists_forall_le`, called as `hc.exists_forall_le ht`. Its hypothesis is a limit along `cocompact E`, the filter whose sets contain the complement of some compact set. Such a limit provides a compact set outside which $g$ is at least its value at a chosen reference point. On that compact set, enlarged by the reference point, the continuous $g$ attains a minimum, and no point outside can lie lower. Finite dimension enters through `tendsto_norm_cocompact_atTop`: closed balls are compact, so leaving every compact set makes the norm grow without bound.

```lean
/-- For a continuous superlinear energy, every field `p` has a state that maximises
`⟪p, x⟫ - f x`. -/
theorem exists_maximiser [FiniteDimensional ℝ E] {f : E → ℝ} (hf : Continuous f)
    (h : Superlinear f) (p : E) : ∃ x, ∀ y, tilted f p y ≤ tilted f p x := by
  have hn : Tendsto (fun x : E => ‖x‖) (cocompact E) atTop := tendsto_norm_cocompact_atTop
  have hc : Continuous (fun x => f x - inner ℝ p x) :=
    hf.sub (continuous_const.inner continuous_id)
  -- far away, the energy beats the coupling to the field by at least `‖x‖`
  have ht : Tendsto (fun x => f x - inner ℝ p x) (cocompact E) atTop := by
    refine tendsto_atTop_mono' _ ?_ hn
    filter_upwards [hn.eventually_ge_atTop 1, tendsto_atTop.1 h (‖p‖ + 1)] with x h1 h2
    rw [le_div_iff₀ (by linarith)] at h2
    linarith [real_inner_le_norm p x]
  obtain ⟨x, hx⟩ := hc.exists_forall_le ht
  refine ⟨x, fun y => ?_⟩
  have := hx y
  simp only [tilted]
  linarith
```

The value at the maximiser is an upper bound, which proves finiteness. It also belongs to the set of values, so it equals the supremum. This yields the equivalence, and attainment at every field whenever $f$ is superlinear.

```lean
/-- For a continuous energy, the Legendre transform is finite at every field if and only if the
energy grows superlinearly, and in that case the supremum is attained at every field. -/
theorem finite_iff_superlinear [FiniteDimensional ℝ E] {f : E → ℝ} (hf : Continuous f) :
    (HasFiniteTransform f ↔ Superlinear f) ∧
      (Superlinear f → ∀ p, ∃ x, legendre f p = tilted f p x) := by
  refine ⟨⟨superlinear_of_finite, fun h p => ?_⟩, fun h p => ?_⟩
  · obtain ⟨x, hx⟩ := exists_maximiser hf h p
    exact ⟨tilted f p x, by rintro _ ⟨y, rfl⟩; exact hx y⟩
  · obtain ⟨x, hx⟩ := exists_maximiser hf h p
    have hg : IsGreatest (Set.range (tilted f p)) (tilted f p x) :=
      ⟨⟨x, rfl⟩, by rintro _ ⟨y, rfl⟩; exact hx y⟩
    exact ⟨x, hg.csSup_eq⟩
```

For energy minimisation under a constant applied force, with a continuous model energy on finitely many unconstrained coordinates, superlinear growth therefore guarantees a minimum at every force.

## The transform is superlinear too

Suppose that $f^*$ is finite at every field. By the definition of the supremum, $\langle p,x\rangle-f(x)\le f^*(p)$, which rearranges to

$$\langle x,p\rangle-f^*(p)\le f(x).$$

For fixed $x$ the right-hand side does not depend on $p$, so $f^*$ has a finite transform at every $x$. The growth theorem then applies to $f^*$, again without continuity of $f$.

```lean
/-- If the Legendre transform of an energy is finite at every field, then it is itself a
superlinear function of the field. -/
theorem legendre_superlinear [FiniteDimensional ℝ E] {f : E → ℝ}
    (h : HasFiniteTransform f) : Superlinear (legendre f) := by
  refine superlinear_of_finite fun x => ⟨f x, ?_⟩
  rintro _ ⟨p, rfl⟩
  -- the Fenchel-Young inequality bounds the second transform by `f`
  have h1 : tilted f p x ≤ legendre f p := le_csSup (h p) ⟨x, rfl⟩
  simp only [tilted] at h1 ⊢
  rw [real_inner_comm]
  linarith
```

## One real variable

On the line the inner product is multiplication and the norm is the absolute value.

```lean
/-- With a single real variable the tilted energy is `p x - f x`. -/
theorem tilted_real (f : ℝ → ℝ) (p x : ℝ) : tilted f p x = p * x - f x := by
  simp [tilted, mul_comm]
```

The theorem can then be stated without the auxiliary definitions. Here `cocompact ℝ` expresses $|x|\to\infty$ in both directions at once.

```lean
/-- For continuous `f` on the real line, `p x - f x` is bounded above for every `p` if and only if
`f x / |x|` tends to infinity as `|x|` does, and then it has a maximum for every `p`. -/
theorem real_finite_iff_superlinear {f : ℝ → ℝ} (hf : Continuous f) :
    ((∀ p : ℝ, BddAbove (Set.range fun x => p * x - f x)) ↔
        Tendsto (fun x => f x / |x|) (cocompact ℝ) atTop) ∧
      (Tendsto (fun x => f x / |x|) (cocompact ℝ) atTop →
        ∀ p : ℝ, ∃ x, ∀ y, p * y - f y ≤ p * x - f x) := by
  have e : ∀ p : ℝ, tilted f p = fun x => p * x - f x := fun p => funext (tilted_real f p)
  constructor
  · have h := (finite_iff_superlinear hf).1
    simpa only [HasFiniteTransform, Superlinear, e, Real.norm_eq_abs] using h
  · intro h p
    obtain ⟨x, hx⟩ := exists_maximiser hf h p
    exact ⟨x, fun y => by simpa only [tilted_real] using hx y⟩
```

If $f$ is differentiable and superlinear, a maximiser $x$ of $py-f(y)$ exists for every $p$, and the derivative with respect to $y$ vanishes there, so $p-f'(x)=0$. Every real field is thus the slope of the energy at some state, and at that state $f^*(p)=px-f(x)$. Convexity is not assumed, and the state need not be unique.

```lean
/-- For a differentiable superlinear energy of one variable, every real `p` is the slope `f' x` at
some state `x` where the Legendre transform equals `p x - f x`. -/
theorem every_field_is_a_slope {f f' : ℝ → ℝ} (hd : ∀ x, HasDerivAt f (f' x) x)
    (h : Superlinear f) (p : ℝ) : ∃ x, f' x = p ∧ legendre f p = p * x - f x := by
  have hf : Continuous f := continuous_iff_continuousAt.2 fun x => (hd x).continuousAt
  obtain ⟨x, hx⟩ := (finite_iff_superlinear hf).2 h p
  have hb := (finite_iff_superlinear hf).1.2 h p
  rw [tilted_real] at hx
  refine ⟨x, ?_, hx⟩
  -- the derivative of `p y - f y` vanishes at the maximiser
  have hm : IsLocalMax (fun y => p * y - f y) x := Eventually.of_forall fun y => by
    have h1 : tilted f p y ≤ legendre f p := le_csSup hb ⟨y, rfl⟩
    rw [tilted_real, hx] at h1
    exact h1
  have h0 := hm.hasDerivAt_eq_zero (((hasDerivAt_id' x).const_mul p).fun_sub (hd x))
  linarith
```

Linear growth is too weak. For $f(x)=c|x|$ with $|p|\le c$, we have $px-c|x|\le(|p|-c)|x|\le0$. If $|p|>c$ and $B$ is a proposed bound, put $t=(|B|+1)/(|p|-c)$. At distance $t$ from the origin, on the side favoured by $p$ (either side if $p=0$), the tilted energy is $t(|p|-c)=|B|+1>B$. The code tests both $t$ and $-t$ and selects by the sign of $p$.

```lean
/-- For the energy `c |x|`, with `c` any real number, the supremum of `p x - c |x|` is finite
exactly when `|p| ≤ c`. -/
theorem linear_growth_threshold (c p : ℝ) :
    BddAbove (Set.range (tilted (fun x : ℝ => c * |x|) p)) ↔ |p| ≤ c := by
  constructor
  · rintro ⟨B, hB⟩
    by_contra hlt
    have hd : 0 < |p| - c := by linarith [not_le.1 hlt]
    -- one of the two states `t` and `-t` exceeds the bound
    obtain ⟨t, ht⟩ : ∃ t, t = (|B| + 1) / (|p| - c) := ⟨_, rfl⟩
    have ht0 : 0 ≤ t := by rw [ht]; positivity
    have htd : t * (|p| - c) = |B| + 1 := by rw [ht]; exact div_mul_cancel₀ _ hd.ne'
    have h1 : tilted (fun x : ℝ => c * |x|) p t ≤ B := hB ⟨t, rfl⟩
    have h2 : tilted (fun x : ℝ => c * |x|) p (-t) ≤ B := hB ⟨-t, rfl⟩
    simp only [tilted_real, abs_neg, abs_of_nonneg ht0] at h1 h2
    have h3 := le_abs_self B
    rcases abs_cases p with ⟨e, _⟩ | ⟨e, _⟩ <;> rw [e] at htd <;> linarith
  · intro h
    refine ⟨0, ?_⟩
    rintro _ ⟨x, rfl⟩
    rw [tilted_real]
    have h1 : p * x ≤ |p| * |x| := by rw [← abs_mul]; exact le_abs_self _
    have h2 := mul_le_mul_of_nonneg_right h (abs_nonneg x)
    linarith

end

end LegendreSuperlinear
```

```lean
#print axioms LegendreSuperlinear.finite_iff_superlinear
#print axioms LegendreSuperlinear.real_finite_iff_superlinear
#print axioms LegendreSuperlinear.every_field_is_a_slope
#print axioms LegendreSuperlinear.linear_growth_threshold
```

```
'LegendreSuperlinear.finite_iff_superlinear' depends on axioms: [propext, Classical.choice, Quot.sound]
'LegendreSuperlinear.real_finite_iff_superlinear' depends on axioms: [propext, Classical.choice, Quot.sound]
'LegendreSuperlinear.every_field_is_a_slope' depends on axioms: [propext, Classical.choice, Quot.sound]
'LegendreSuperlinear.linear_growth_threshold' depends on axioms: [propext, Classical.choice, Quot.sound]
```

## Energies with forbidden states

A volume must be positive, and a hard wall excludes some configurations. Such energies could be modelled by letting $f$ take the value $+\infty$. Continuity would then naturally give way to lower semicontinuity, $f$ would have to be finite somewhere, and the transform would take extended real values. That would admit energies on a half-line, at the price of extended-real arithmetic throughout; the theorems above concern real-valued $f$ only.
